# For an attractive Coulomb field the Sommerfeld factor exceeds 1 and lies strictly between 2πη and 1 + 2πη

The Sommerfeld factor of a Coulomb field with real parameter η is defined here as S(η) = exp(πη) |Γ(1 + iη)|². The theorem `sommerfeld_bounds` takes the attractive case, η > 0, and states that S(η) is greater than 1, greater than 2πη and less than 1 + 2πη. The proof uses the closed form from `sommerfeld_eq` and writes x for 2πη, so that S becomes x / (1 - exp(-x)). It then shows that the denominator is positive and multiplies it out. The bounds S > 1 and S < 1 + x follow from the strict inequality 1 + t < exp(t), taken at t = -x and t = x respectively, while S > x needs only that x exp(-x) is positive.

An attempt in Lean 4 with a fault in it:

```lean
import Mathlib

open Filter Topology
open scoped Real ComplexConjugate

namespace SommerfeldBounds

noncomputable section

/-- The Sommerfeld factor `exp(πη) |Γ(1 + iη)|²` of a Coulomb field with parameter `η`,
positive for attraction and negative for repulsion. -/
def sommerfeld (η : ℝ) : ℝ :=
  Real.exp (π * η) * ‖Complex.Gamma (1 + (η : ℂ) * Complex.I)‖ ^ 2

/-- For real `η ≠ 0`, the squared modulus of `Γ(1 + iη)` is `πη / sinh(πη)`. -/
theorem norm_sq_Gamma (η : ℝ) (h : η ≠ 0) :
    ‖Complex.Gamma (1 + (η : ℂ) * Complex.I)‖ ^ 2 = π * η / Real.sinh (π * η) := by
  have hI : Complex.I ≠ 0 := Complex.I_ne_zero
  have hz : (η : ℂ) * Complex.I ≠ 0 := mul_ne_zero (by exact_mod_cast h) hI
  have hs : Real.sinh (π * η) ≠ 0 := fun h0 =>
    mul_ne_zero Real.pi_ne_zero h (Real.sinh_eq_zero.mp h0)
  have hsC : Complex.sinh ((π : ℂ) * (η : ℂ)) ≠ 0 := by exact_mod_cast hs
  have hconj : conj (Complex.Gamma (1 + (η : ℂ) * Complex.I))
      = Complex.Gamma (1 - (η : ℂ) * Complex.I) := by
    rw [← Complex.Gamma_conj]
    congr 1
    simp [sub_eq_add_neg]
  apply Complex.ofReal_injective
  -- recurrence and reflection formula at the imaginary point `iη`
  rw [Complex.sq_norm, ← Complex.mul_conj, hconj, add_comm (1 : ℂ) ((η : ℂ) * Complex.I),
    Complex.Gamma_add_one _ hz, mul_assoc, Complex.Gamma_mul_Gamma_one_sub,
    ← mul_assoc (π : ℂ), Complex.sin_mul_I]
  push_cast
  field_simp

/-- Closed form of the Sommerfeld factor: `S(η) = 2πη / (1 - exp(-2πη))` for every real
`η ≠ 0`, attractive or repulsive. -/
theorem sommerfeld_eq (η : ℝ) (h : η ≠ 0) :
    sommerfeld η = 2 * π * η / (1 - Real.exp (-(2 * π * η))) := by
  have hs : Real.sinh (π * η) ≠ 0 := fun h0 =>
    mul_ne_zero Real.pi_ne_zero h (Real.sinh_eq_zero.mp h0)
  have h1 : Real.exp (-(π * η)) * Real.exp (π * η) = 1 := by
    rw [← Real.exp_add]; simp
  have h2 : Real.exp (-(π * η)) * Real.exp (-(π * η)) = Real.exp (-(2 * π * η)) := by
    rw [← Real.exp_add]; congr 1; ring
  have e : 1 - Real.exp (-(2 * π * η))
      = Real.exp (-(π * η)) * (2 * Real.sinh (π * η)) := by
    rw [Real.sinh_eq]
    linear_combination h2 - h1
  rw [sommerfeld, norm_sq_Gamma η h, e, Real.exp_neg]
  field_simp

/-- For an attractive field, `η > 0`, the Sommerfeld factor exceeds one and lies strictly
between `2πη` and `1 + 2πη`. -/
theorem sommerfeld_bounds (η : ℝ) (h : 0 < η) :
    1 < sommerfeld η ∧ 2 * π * η < sommerfeld η ∧ sommerfeld η < 1 + 2 * π * η := by
  rw [sommerfeld_eq η h.ne']
  have hx : 0 < 2 * π * η := by positivity
  generalize 2 * π * η = x at hx ⊢
  have hp : 0 < Real.exp (-x) := Real.exp_pos _
  have hlt : Real.exp (-x) < 1 := Real.exp_lt_one (by linarith)
  have hd : 0 < 1 - Real.exp (-x) := by linarith
  have h1 : -x + 1 < Real.exp (-x) := Real.add_one_lt_exp (by linarith)
  have h2 : x + 1 < Real.exp x := Real.add_one_lt_exp hx.ne'
  have h3 : Real.exp (-x) * Real.exp x = 1 := by
    rw [← Real.exp_add]; simp
  have h4 : Real.exp (-x) * (x + 1) < Real.exp (-x) * Real.exp x :=
    mul_lt_mul_of_pos_left h2 hp
  refine ⟨?_, ?_, ?_⟩
  · rw [lt_div_iff₀ hd]; linarith
  · rw [lt_div_iff₀ hd]; nlinarith [mul_pos hx hp]
  · rw [div_lt_iff₀ hd]; nlinarith

end

end SommerfeldBounds
```

Compiling this gives:

```
Main.lean:61:34: error(lean.unknownIdentifier): Unknown constant `Real.exp_lt_one`
```

The message says that no constant called `Real.exp_lt_one` exists in the Mathlib being used. The proof called it in the step `hlt`, to get exp(-x) < 1 from the fact that -x is negative. The inequality is true, and only the name given for its proof was wrong.

The repair uses `Real.exp_lt_one_iff`, an equivalence between the exponential of a real number being less than 1 and that number being negative. Because it is an equivalence, `.mpr` is needed to select the direction from the sign of the exponent to the bound on the exponential. What remains to be shown is -x < 0, which `linarith` obtains from `hx : 0 < x`. The rest of the proof is unchanged.

The mended proof, as a diff:

```diff
@@ -59,5 +59,5 @@
   generalize 2 * π * η = x at hx ⊢
   have hp : 0 < Real.exp (-x) := Real.exp_pos _
-  have hlt : Real.exp (-x) < 1 := Real.exp_lt_one (by linarith)
+  have hlt : Real.exp (-x) < 1 := Real.exp_lt_one_iff.mpr (by linarith)
   have hd : 0 < 1 - Real.exp (-x) := by linarith
   have h1 : -x + 1 < Real.exp (-x) := Real.add_one_lt_exp (by linarith)
```
